# Kramers averaging never lowers the Hartree–Fock energy when the one-electron Hamiltonian is time-even and the density–density repulsion is nonnegative

In a two-component calculation on a system with an odd number of electrons, one may replace the density matrix \(D\) by its average with the time-reversed partner \(D'\). The mean field built from the average then treats both members of a Kramers pair alike. The energy functional, evaluated at the averaged density, generally takes a different value than at \(D\). The problem is to find that difference and its sign.

The answer matters when open-shell energies from averaged and unaveraged densities are compared. It is worked out here for a finite set of orbitals with density–density repulsion only.

## Densities in spin blocks and their time reverse

Take real, orthonormal spatial orbitals labelled \(i,j\), each with two spin components labelled 0 (up) and 1 (down). A one-particle matrix is then a family of complex \(2\times2\) blocks \(D_{ij}\). In the code, `n` is the set of orbital labels, not a population.

```lean
import Mathlib

open Matrix

namespace KramersAveraging

noncomputable section

/-- A one-particle matrix over spatial orbitals, stored as complex 2 by 2 spin blocks. -/
abbrev SpinBlocks (n : Type*) := n → n → Matrix (Fin 2) (Fin 2) ℂ
```

The whole matrix is Hermitian when \(D_{ij}^\dagger=D_{ji}\). Nothing else is asked of \(D\): it need not be idempotent, and its trace is free.

```lean
/-- Hermiticity of the whole matrix, expressed through its spin blocks. -/
def Hermitian {n : Type*} (D : SpinBlocks n) : Prop := ∀ i j, (D i j)ᴴ = D j i
```

With \(J=i\sigma_y=\begin{pmatrix}0&1\\-1&0\end{pmatrix}\), time reversal takes a spinor \(c\) to \(Jc^*\), and so a block \(A\) to \(A'=JA^*J^T\). The orbital labels are not mixed, because complex conjugation leaves real orbitals unchanged.

```lean
/-- Time reversal of one spin block over real spatial orbitals: complex conjugation
followed by conjugation with the spin matrix `iσ_y`. -/
def reverseBlock (A : Matrix (Fin 2) (Fin 2) ℂ) : Matrix (Fin 2) (Fin 2) ℂ :=
  !![0, 1; -1, 0] * A.map (starRingEnd ℂ) * !![0, 1; -1, 0]ᵀ

/-- The time-reversed one-particle matrix over real spatial orbitals. -/
def timeReverse {n : Type*} (D : SpinBlocks n) : SpinBlocks n :=
  fun i j => reverseBlock (D i j)
```

The Kramers average is \(\bar D=\tfrac12(D+D')\).

```lean
/-- The average of a density matrix and its time-reversed partner. -/
def kramersAverage {n : Type*} (D : SpinBlocks n) : SpinBlocks n :=
  (1 / 2 : ℝ) • (D + timeReverse D)
```

## The energy functional

Write \(\|A\|^2=\sum_{s,t}|A_{st}|^2\) for the squared Frobenius norm of a block, with \(s,t\) running over spin. From part (b) on, \(t\) is a mixing fraction instead.

```lean
/-- The squared Frobenius norm of a spin block. -/
def blockNormSq (A : Matrix (Fin 2) (Fin 2) ℂ) : ℝ := ∑ s, ∑ t, Complex.normSq (A s t)
```

With one-electron blocks \(h_{ij}\) and real repulsion integrals \(g_{ij}\), the energy is
\[
E(D)=\sum_{ij}\operatorname{tr}(h_{ij}D_{ji})+\tfrac12\sum_{ij}g_{ij}\left(\operatorname{tr}D_{ii}\operatorname{tr}D_{jj}-\|D_{ij}\|^2\right).
\]
The first sum is called \(E_1(D)\) below. The second is Coulomb minus exchange, with \(g_{ij}\) standing for the integral \((ii|jj)\). All other four-index integrals \((ij|kl)\) are left out, so the theorems below do not cover a molecule treated with the full set.

```lean
variable {n : Type*} [Fintype n]

/-- The one-electron energy `tr(hD)`. -/
def oneElectron (h D : SpinBlocks n) : ℂ := ∑ i, ∑ j, trace (h i j * D j i)

/-- Coulomb minus exchange energy for density-density repulsion integrals `g i j`. -/
def repulsion (g : n → n → ℝ) (D : SpinBlocks n) : ℂ :=
  (1 / 2) * ∑ i, ∑ j, (g i j : ℂ) *
    (trace (D i i) * trace (D j j) - (blockNormSq (D i j) : ℂ))

/-- The Hartree-Fock energy functional with density-density repulsion. -/
def energy (g : n → n → ℝ) (h D : SpinBlocks n) : ℂ := oneElectron h D + repulsion g D
```

A Hermitian \(h\) is time-even when \(h'=h\). This admits spin–orbit coupling and excludes a Zeeman term.

## (a) The entries of a time-reversed block

**Task.** Show that
\[
A'=\begin{pmatrix}A_{11}^*&-A_{10}^*\\-A_{01}^*&A_{00}^*\end{pmatrix}.
\]

**Solution.** Multiplying from the left gives
\[
JA^*=\begin{pmatrix}A_{10}^*&A_{11}^*\\-A_{00}^*&-A_{01}^*\end{pmatrix}.
\]
Multiplying from the right by \(J^T=\begin{pmatrix}0&-1\\1&0\end{pmatrix}\) moves the second column to the first place and puts minus the first column in the second place, which is the claim. In Lean, `fin_cases` runs through the four entries and `simp` multiplies them out.

```lean
/-- Time reversal exchanges the two spin directions, conjugates every entry and changes
the sign of the spin-flip entries. -/
theorem reverseBlock_eq (A : Matrix (Fin 2) (Fin 2) ℂ) :
    reverseBlock A = !![starRingEnd ℂ (A 1 1), -starRingEnd ℂ (A 1 0);
      -starRingEnd ℂ (A 0 1), starRingEnd ℂ (A 0 0)] := by
  ext s t
  fin_cases s <;> fin_cases t <;>
    simp [reverseBlock, Matrix.mul_apply, Matrix.vecMul, dotProduct, Fin.sum_univ_two]
```

## (b) The norm of a mixed block

**Task.** For real \(t\), show that
\[
\|(1-t)A+tA'\|^2=\|A\|^2-t(1-t)\|A-A'\|^2.
\]

**Solution.** For complex numbers \(x,y\), expanding both sides confirms
\[
|(1-t)x+ty|^2=(1-t)|x|^2+t|y|^2-t(1-t)|x-y|^2.
\]
Sum this over the four entries. By (a), the entries of \(A'\) have the same moduli as those of \(A\) in another order, so \(\|A'\|=\|A\|\) and the first two terms add up to \(\|A\|^2\). Lean inserts (a), writes everything in real and imaginary parts, and lets `ring` compare the polynomials.

```lean
/-- Mixing a spin block with its time-reversed partner lowers its squared norm by
`t(1-t)` times the squared norm of their difference. -/
theorem blockNormSq_mix (t : ℝ) (A : Matrix (Fin 2) (Fin 2) ℂ) :
    blockNormSq ((1 - t) • A + t • reverseBlock A) =
      blockNormSq A - t * (1 - t) * blockNormSq (A - reverseBlock A) := by
  simp [blockNormSq, reverseBlock_eq, Fin.sum_univ_two, Complex.normSq_apply]
  ring
```

## (c) Complex conjugation of the one-electron energy

**Task.** For Hermitian \(h\) and \(D\), show that \(E_1(D)^*=E_1(D)\).

**Solution.** The conjugate of a trace is the trace of the adjoint:
\[
\operatorname{tr}(h_{ij}D_{ji})^*=\operatorname{tr}(D_{ji}^\dagger h_{ij}^\dagger)=\operatorname{tr}(D_{ij}h_{ji})=\operatorname{tr}(h_{ji}D_{ij}).
\]
This is the term with \(i\) and \(j\) exchanged, and the double sum contains both. The code exchanges the sums first, with `Finset.sum_comm`, and then matches term by term.

```lean
/-- The one-electron energy is real for a Hermitian `h` and a Hermitian density matrix. -/
theorem conj_oneElectron {h D : SpinBlocks n} (hh : Hermitian h) (hD : Hermitian D) :
    starRingEnd ℂ (oneElectron h D) = oneElectron h D := by
  simp only [oneElectron, map_sum]
  rw [Finset.sum_comm]
  refine Finset.sum_congr rfl fun a _ => Finset.sum_congr rfl fun b _ => ?_
  rw [starRingEnd_apply, ← Matrix.trace_conjTranspose, Matrix.conjTranspose_mul,
    hh b a, hD a b, Matrix.trace_mul_comm]
```

## (d) One-electron energy of the partner density

**Task.** For Hermitian, time-even \(h\) and Hermitian \(D\), show that \(E_1(D')=E_1(D)\).

**Solution.** Since \(J^TJ=1\), two blocks satisfy \(A'B'=JA^*B^*J^T=J(AB)^*J^T\), hence \(\operatorname{tr}(A'B')=\operatorname{tr}(AB)^*\). Replacing \(h\) by \(h'\),
\[
E_1(D')=\sum_{ij}\operatorname{tr}(h'_{ij}D'_{ji})=E_1(D)^*=E_1(D),
\]
the last step being (c). The trace identity is `key` in the code, checked there through the entries; the `calc` chain is the displayed line.

```lean
/-- For a Hermitian, time-even `h`, a Hermitian density matrix and its time-reversed
partner have the same one-electron energy. -/
theorem oneElectron_timeReverse {h D : SpinBlocks n} (hh : Hermitian h)
    (ht : timeReverse h = h) (hD : Hermitian D) :
    oneElectron h (timeReverse D) = oneElectron h D := by
  -- reversing both factors conjugates the trace
  have key : ∀ A B : Matrix (Fin 2) (Fin 2) ℂ,
      trace (reverseBlock A * reverseBlock B) = starRingEnd ℂ (trace (A * B)) := by
    intro A B
    simp [reverseBlock_eq, Matrix.trace_fin_two, Matrix.mul_apply, Fin.sum_univ_two]
    ring
  calc oneElectron h (timeReverse D)
      = oneElectron (timeReverse h) (timeReverse D) := by rw [ht]
    _ = starRingEnd ℂ (oneElectron h D) := by
        simp only [oneElectron, map_sum, timeReverse, key]
    _ = oneElectron h D := conj_oneElectron hh hD
```

## (e) Reality of the total energy

**Task.** The functional is complex-valued as written. For Hermitian \(h\) and \(D\), show that \(\operatorname{Im}E(D)=0\).

**Solution.** Part (c) settles \(E_1\). The populations are real because \((\operatorname{tr}D_{ii})^*=\operatorname{tr}D_{ii}^\dagger=\operatorname{tr}D_{ii}\), and \(g_{ij}\) and \(\|D_{ij}\|^2\) are real by definition. Lean proves that \(E(D)\) equals its own conjugate, with the populations handled by `tr`.

```lean
/-- The energy is real for a Hermitian `h` and a Hermitian density matrix. -/
theorem energy_im (g : n → n → ℝ) {h D : SpinBlocks n} (hh : Hermitian h)
    (hD : Hermitian D) : (energy g h D).im = 0 := by
  have tr : ∀ i, starRingEnd ℂ (trace (D i i)) = trace (D i i) := fun i => by
    rw [starRingEnd_apply, ← Matrix.trace_conjTranspose, hD i i]
  apply Complex.conj_eq_iff_im.mp
  simp [energy, repulsion, conj_oneElectron hh hD, tr]
  exact Or.inl (Complex.conj_eq_iff_im.mpr (by simp))
```

## (f) Mixing in a fraction of the partner

**Task.** Let \(D^{(t)}=(1-t)D+tD'\) with \(t\) real. For Hermitian, time-even \(h\) and Hermitian \(D\), show that
\[
E(D^{(t)})-E(D)=\frac{t(1-t)}2\sum_{ij}g_{ij}\|D_{ij}-D'_{ij}\|^2.
\]

**Solution.** Take the three contributions in turn.

1. \(E_1\) is linear, so by (d) \(E_1(D^{(t)})=(1-t)E_1(D)+tE_1(D')=E_1(D)\).
2. By (a), \(\operatorname{tr}D'_{ii}=(D_{ii})_{11}^*+(D_{ii})_{00}^*\). Hermiticity makes these diagonal entries real, so \(\operatorname{tr}D'_{ii}=\operatorname{tr}D_{ii}\). The populations of \(D^{(t)}\) are those of \(D\), and the Coulomb energy stays the same.
3. By (b), each \(\|D_{ij}\|^2\) falls by \(t(1-t)\|D_{ij}-D'_{ij}\|^2\). Exchange enters with the factor \(-\tfrac12g_{ij}\), which turns the fall into the stated change.

The code calls the first two steps `one` and `tr`. The third is `hn` inside `term`, which collects the change for one pair \(i,j\) before the summation. Neither the symmetry nor the sign of \(g\) is used.

```lean
/-- For a Hermitian, time-even `h` and a Hermitian `D`, mixing a fraction `t` of the
time-reversed density into `D` changes the energy by `t(1-t)/2` times the `g`-weighted
squared distance between the two densities. -/
theorem energy_mix (g : n → n → ℝ) {h D : SpinBlocks n} (hh : Hermitian h)
    (ht : timeReverse h = h) (hD : Hermitian D) (t : ℝ) :
    energy g h ((1 - t) • D + t • timeReverse D) - energy g h D =
      ((t * (1 - t) / 2 *
        ∑ i, ∑ j, g i j * blockNormSq (D i j - timeReverse D i j) : ℝ) : ℂ) := by
  -- the one-electron energy is linear in the density, hence unchanged
  have one : oneElectron h ((1 - t) • D + t • timeReverse D) = oneElectron h D := by
    have lin : oneElectron h ((1 - t) • D + t • timeReverse D) =
        (1 - t) • oneElectron h D + t • oneElectron h (timeReverse D) := by
      simp only [oneElectron, Pi.add_apply, Pi.smul_apply, Matrix.mul_add, Matrix.mul_smul,
        Matrix.trace_add, Matrix.trace_smul, Finset.sum_add_distrib, Finset.smul_sum]
    rw [lin, oneElectron_timeReverse hh ht hD, ← add_smul, sub_add_cancel, one_smul]
  -- the orbital populations are real, hence unchanged
  have tr : ∀ i, trace (((1 - t) • D + t • timeReverse D) i i) = trace (D i i) := by
    intro i
    have h0 : starRingEnd ℂ (D i i 0 0) = D i i 0 0 := congrFun (congrFun (hD i i) 0) 0
    have h1 : starRingEnd ℂ (D i i 1 1) = D i i 1 1 := congrFun (congrFun (hD i i) 1) 1
    have hr : trace (timeReverse D i i) = trace (D i i) := by
      rw [timeReverse, reverseBlock_eq, Matrix.trace_fin_two_of, Matrix.trace_fin_two, h0, h1]
      ring
    rw [Pi.add_apply, Pi.add_apply, Pi.smul_apply, Pi.smul_apply, Pi.smul_apply,
      Pi.smul_apply, Matrix.trace_add, Matrix.trace_smul, Matrix.trace_smul, hr,
      ← add_smul, sub_add_cancel, one_smul]
  -- only the exchange term changes
  have term : ∀ i j, (g i j : ℂ) * (trace (((1 - t) • D + t • timeReverse D) i i) *
      trace (((1 - t) • D + t • timeReverse D) j j) -
        (blockNormSq (((1 - t) • D + t • timeReverse D) i j) : ℂ)) =
      (g i j : ℂ) * (trace (D i i) * trace (D j j) - (blockNormSq (D i j) : ℂ)) +
        ((t * (1 - t) : ℝ) : ℂ) *
          ((g i j * blockNormSq (D i j - timeReverse D i j) : ℝ) : ℂ) := by
    intro i j
    have hn : blockNormSq (((1 - t) • D + t • timeReverse D) i j) = blockNormSq (D i j) -
        t * (1 - t) * blockNormSq (D i j - timeReverse D i j) := blockNormSq_mix t (D i j)
    rw [tr i, tr j, hn]
    push_cast
    ring
  rw [energy, energy, one, repulsion, repulsion]
  simp only [term, Finset.sum_add_distrib, ← Finset.mul_sum]
  push_cast
  ring
```

## (g) The equal mixture

**Task.** Under the same hypotheses, show that
\[
E(\bar D)-E(D)=\frac18\sum_{ij}g_{ij}\|D_{ij}-D'_{ij}\|^2.
\]

**Solution.** The Kramers average is \(D^{(1/2)}\), and \(\tfrac12\cdot\tfrac12\cdot\tfrac12=\tfrac18\). The auxiliary equation `e` rewrites the average in the form that (f) expects.

```lean
/-- For a Hermitian, time-even `h` and a Hermitian `D`, Kramers averaging changes the energy
by one eighth of the `g`-weighted squared distance between `D` and its time reverse. -/
theorem energy_kramersAverage (g : n → n → ℝ) {h D : SpinBlocks n} (hh : Hermitian h)
    (ht : timeReverse h = h) (hD : Hermitian D) :
    energy g h (kramersAverage D) - energy g h D =
      ((1 / 8 * ∑ i, ∑ j, g i j * blockNormSq (D i j - timeReverse D i j) : ℝ) : ℂ) := by
  have e : kramersAverage D = (1 - 1 / 2 : ℝ) • D + (1 / 2 : ℝ) • timeReverse D := by
    rw [kramersAverage, smul_add]
    norm_num
  rw [e, energy_mix g hh ht hD]
  norm_num
```

## (h) The sign of the change

**Task.** Let also \(g_{ij}\ge0\) for all \(i,j\), as for repulsion between like charges. Show that \(E(D)\le E(\bar D)\).

**Solution.** Every term on the right of (g) is a product of nonnegative numbers. The functional is complex-valued in the code, so the Lean statement compares real parts. Nothing is lost: \(E(D)\) is real by (e), and the difference is real by (g).

Time-evenness of \(h\) matters, as Hermiticity alone is not enough. Take one orbital with a Zeeman term \(h=\operatorname{diag}(b,-b)\), which puts the two spin levels at \(\pm b\), self-repulsion \(U\ge0\) and \(D=\operatorname{diag}(1,0)\). Then \(E(D)=b\). The average is \(\bar D=\tfrac12\mathbb 1\), whose one-electron energy vanishes and whose repulsion is \(\tfrac12U(1-\tfrac12)=U/4\). For \(b>U/4\), averaging lowers the energy; the electron described by \(D\) then sits in the upper of the two levels, so \(D\) is not the ground state. This example is an addition to the checked statements.

```lean
/-- For nonnegative repulsion integrals, a Hermitian, time-even `h` and a Hermitian `D`,
Kramers averaging never lowers the energy. -/
theorem energy_le_kramersAverage {g : n → n → ℝ} (hg : ∀ i j, 0 ≤ g i j)
    {h D : SpinBlocks n} (hh : Hermitian h) (ht : timeReverse h = h) (hD : Hermitian D) :
    (energy g h D).re ≤ (energy g h (kramersAverage D)).re := by
  have key := congrArg Complex.re (energy_kramersAverage g hh ht hD)
  rw [Complex.sub_re, Complex.ofReal_re] at key
  have nn : ∀ i j, 0 ≤ g i j * blockNormSq (D i j - timeReverse D i j) := fun i j =>
    mul_nonneg (hg i j) (Finset.sum_nonneg fun _ _ => Finset.sum_nonneg fun _ _ =>
      Complex.normSq_nonneg _)
  have S := Finset.sum_nonneg fun i (_ : i ∈ Finset.univ) =>
    Finset.sum_nonneg fun j (_ : j ∈ Finset.univ) => nn i j
  linarith
```

## (i) One electron in one orbital

**Task.** Put a spin-up electron in a single orbital of energy \(\varepsilon\) with self-repulsion \(U\), so that \(h=\varepsilon\mathbb 1\) and \(D=\operatorname{diag}(1,0)\). Show that
\[
E(D)=\varepsilon,\qquad E(\bar D)=\varepsilon+\frac U4.
\]

**Solution.** For \(D\), the repulsion is \(\tfrac12U(1\cdot1-1)=0\): exchange cancels the self-repulsion. For \(\bar D=\tfrac12\mathbb 1\), the population is still 1 but the squared norm is \(\tfrac12\), which leaves \(\tfrac12U(1-\tfrac12)=U/4\). Part (g) agrees: \(D-D'=\operatorname{diag}(1,-1)\) has squared norm 2, and \(\tfrac18\cdot2U=U/4\).

A single electron has nothing to repel it, so this rise is an artefact of the functional at the averaged density: half an electron with spin up repels half an electron with spin down, which gives \(U\cdot\tfrac12\cdot\tfrac12=U/4\). In the code, `Unit` is the label set with one element, and `simp` evaluates both energies from the definitions.

```lean
/-- One spin-up electron in a single orbital of energy `ε` and self-repulsion `U` has energy
`ε`; after Kramers averaging the functional gives `ε + U/4`. -/
theorem single_electron (ε U : ℝ) :
    energy (n := Unit) (fun _ _ => U) (fun _ _ => !![(ε : ℂ), 0; 0, (ε : ℂ)])
        (fun _ _ => !![1, 0; 0, 0]) = ε ∧
      energy (n := Unit) (fun _ _ => U) (fun _ _ => !![(ε : ℂ), 0; 0, (ε : ℂ)])
        (kramersAverage fun _ _ => !![1, 0; 0, 0]) = ε + U / 4 := by
  constructor
  · simp [energy, oneElectron, repulsion, blockNormSq, Matrix.trace_fin_two,
      Fin.sum_univ_two]
  · simp [energy, oneElectron, repulsion, kramersAverage, timeReverse, reverseBlock_eq,
      blockNormSq, Matrix.trace_fin_two, Fin.sum_univ_two, Complex.normSq_apply]
    ring

end

end KramersAveraging
```

```lean
#print axioms KramersAveraging.energy_im
#print axioms KramersAveraging.energy_le_kramersAverage
#print axioms KramersAveraging.single_electron
```

```
'KramersAveraging.energy_im' depends on axioms: [propext, Classical.choice, Quot.sound]
'KramersAveraging.energy_le_kramersAverage' depends on axioms: [propext, Classical.choice, Quot.sound]
'KramersAveraging.single_electron' depends on axioms: [propext, Classical.choice, Quot.sound]
```
